# Residual and termination of the Bates–Damgaard Coulomb series

The valence electron of an alkali atom, far from the singly charged core, moves in the potential $-1/r$ (atomic units). Its binding energy $1/(2v^2)$ fixes an effective principal quantum number $v>0$, usually not an integer. With orbital quantum number $l=0,1,2,\dots$, the radial function $u$ ($r$ times the radial wavefunction) should satisfy

$$u''=\left(\frac{l(l+1)}{r^2}-\frac2r+\frac1{v^2}\right)u .$$

The Bates–Damgaard method takes a truncated series for $u$ into the dipole integrals behind oscillator strengths. How far is such a sum from solving the equation, and when does the series stop?

Write $S_p(r)=r^pe^{-r/v}$ for real $p$ and $r>0$; this is `slater v p r`.

```lean
import Mathlib

open Finset

namespace BatesDamgaard

/-- The Slater function `r^p exp(-r/v)`, for `r > 0` and `v ≠ 0`. -/
noncomputable def slater (v p r : ℝ) : ℝ := r ^ p * Real.exp (-r / v)
```

The coefficients $a_t$ are `coeff v l t`, with $a_0=1$ and, for $t\ge1$,

$$a_t=a_{t-1}\frac{v}{2t}\bigl[l(l+1)-(v-t)(v-t+1)\bigr].$$

```lean
/-- The Bates-Damgaard coefficients: `a_0 = 1` and
`a_t = a_(t-1) (v/(2t)) (l(l+1) - (v-t)(v-t+1))`. -/
noncomputable def coeff (v : ℝ) (l : ℕ) : ℕ → ℝ
  | 0 => 1
  | t + 1 => coeff v l t * (v / (2 * ((t : ℝ) + 1))) *
      ((l : ℝ) * (l + 1) - (v - (t + 1)) * (v - (t + 1) + 1))
```

The truncated function $u_T=\sum_{t=0}^{T}a_tS_{v-t}$ is `radial v l T`. It is unnormalised: a normalisation constant would multiply $u_T$ and its residual alike.

```lean
/-- The radial function truncated after the term `t = T`: the sum of
`a_t r^(v-t) exp(-r/v)` over `t ≤ T`, for `r > 0` and `v ≠ 0`. -/
noncomputable def radial (v : ℝ) (l T : ℕ) (r : ℝ) : ℝ :=
  ∑ t ∈ range (T + 1), coeff v l t * slater v (v - t) r
```

The model is a pure Coulomb tail for one electron, without core penetration or polarisation. The results concern the differential equation at $r>0$; they do not bound errors in $u$ or in oscillator strengths.

## (a) Slope of one Slater function

Show that $S_p'=pS_{p-1}-S_p/v$.

**Solution.** Apply the product rule to $r^p$ and $e^{-r/v}$. `HasDerivAt` says that the function is differentiable at $r$ with this derivative.

```lean
/-- At `r > 0` the derivative of a Slater function combines the same function
with the one of next lower power. -/
theorem slater_hasDerivAt (v p : ℝ) {r : ℝ} (hr : 0 < r) :
    HasDerivAt (slater v p) (p * slater v (p - 1) r - slater v p r / v) r := by
  have h1 : HasDerivAt (fun x : ℝ => x ^ p) (p * r ^ (p - 1)) r :=
    Real.hasDerivAt_rpow_const (Or.inl hr.ne')
  have h2 : HasDerivAt (fun x : ℝ => Real.exp (-x / v))
      (Real.exp (-r / v) * (-1 / v)) r :=
    (((hasDerivAt_id' r).fun_neg).div_const v).exp
  exact (h1.fun_mul h2).congr_deriv (by unfold slater; ring)
```

## (b) Slope of the sum

Show that $u_T'=\sum_{t\le T}a_t\bigl[(v-t)S_{v-t-1}-S_{v-t}/v\bigr]$.

**Solution.** The sum is finite, so use (a) with $p=v-t$ term by term.

```lean
/-- The truncated radial function is differentiable at every `r > 0`, with the
termwise derivative. -/
theorem radial_hasDerivAt (v : ℝ) (l T : ℕ) {r : ℝ} (hr : 0 < r) :
    HasDerivAt (radial v l T) (∑ t ∈ range (T + 1), coeff v l t *
      ((v - t) * slater v (v - t - 1) r - slater v (v - t) r / v)) r := by
  have h : HasDerivAt (fun x => ∑ t ∈ range (T + 1), coeff v l t * slater v (v - t) x)
      (∑ t ∈ range (T + 1), coeff v l t *
        ((v - t) * slater v (v - t - 1) r - slater v (v - t) r / v)) r :=
    HasDerivAt.fun_sum fun t _ => (slater_hasDerivAt v (v - t) hr).const_mul _
  exact h
```

## (c) Second derivative of the sum

Show that
$$u_T''=\sum_{t\le T}a_t\Bigl[(v-t)\bigl((v-t-1)S_{v-t-2}-\tfrac1vS_{v-t-1}\bigr)-\tfrac1v\bigl((v-t)S_{v-t-1}-\tfrac1vS_{v-t}\bigr)\Bigr].$$

**Solution.** Apply (a) to each Slater function in (b). Formula (b) holds throughout a neighbourhood of $r$, which lets the proof differentiate it in place of `deriv (radial v l T)`.

```lean
/-- The first derivative of the truncated radial function is again
differentiable at every `r > 0`, with the termwise derivative. -/
theorem radial_hasDerivAt_deriv (v : ℝ) (l T : ℕ) {r : ℝ} (hr : 0 < r) :
    HasDerivAt (deriv (radial v l T)) (∑ t ∈ range (T + 1), coeff v l t *
      ((v - t) * ((v - t - 1) * slater v (v - t - 1 - 1) r - slater v (v - t - 1) r / v)
        - ((v - t) * slater v (v - t - 1) r - slater v (v - t) r / v) / v)) r := by
  have h : HasDerivAt (fun x => ∑ t ∈ range (T + 1), coeff v l t *
      ((v - t) * slater v (v - t - 1) x - slater v (v - t) x / v))
      (∑ t ∈ range (T + 1), coeff v l t *
      ((v - t) * ((v - t - 1) * slater v (v - t - 1 - 1) r - slater v (v - t - 1) r / v)
        - ((v - t) * slater v (v - t - 1) r - slater v (v - t) r / v) / v)) r :=
    HasDerivAt.fun_sum fun t _ =>
      (((slater_hasDerivAt v (v - t - 1) hr).const_mul (v - t)).fun_sub
        ((slater_hasDerivAt v (v - t) hr).div_const v)).const_mul _
  refine h.congr_of_eventuallyEq ?_
  filter_upwards [Ioi_mem_nhds hr] with x hx
  exact (radial_hasDerivAt v l T hx).deriv
```

## (d) Lowering the power

Show that $S_p=rS_{p-1}$.

**Solution.** For $r>0$, $r^p=r\,r^{p-1}$.

```lean
lemma slater_step (v p : ℝ) {r : ℝ} (hr : 0 < r) :
    slater v p r = r * slater v (p - 1) r := by
  unfold slater
  rw [Real.rpow_sub_one hr.ne']
  field_simp
```

## (e) The radial operator on one term

For real $L$, show that
$$S_p''-\left(\frac L{r^2}-\frac2r+\frac1{v^2}\right)S_p=[p(p-1)-L]S_{p-2}+2\left(1-\frac pv\right)S_{p-1}.$$

**Solution.** Using (a) twice, $S_p''=p(p-1)S_{p-2}-\frac{2p}vS_{p-1}+\frac1{v^2}S_p$. The last term cancels, while (d) gives $LS_p/r^2=LS_{p-2}$ and $2S_p/r=2S_{p-1}$. The Lean statement has $S_p''$ already expanded.

```lean
lemma slater_defect (v p L : ℝ) {r : ℝ} (hr : 0 < r) :
    p * ((p - 1) * slater v (p - 1 - 1) r - slater v (p - 1) r / v)
      - (p * slater v (p - 1) r - slater v p r / v) / v
      - (L / r ^ 2 - 2 / r + 1 / v ^ 2) * slater v p r
    = (p * (p - 1) - L) * slater v (p - 2) r + 2 * (1 - p / v) * slater v (p - 1) r := by
  have e : p - 1 - 1 = p - 2 := by ring
  rw [slater_step v p hr, slater_step v (p - 1) hr, e]
  generalize slater v (p - 2) r = s
  have h1 : L / r ^ 2 * (r * (r * s)) = L * s := by field_simp
  have h2 : 2 / r * (r * (r * s)) = 2 * (r * s) := by field_simp
  linear_combination h2 - h1
```

## (f) The recursion without its denominator

Show that $\frac{2(t+1)}v a_{t+1}=a_t[l(l+1)-(v-t)(v-t-1)]$.

**Solution.** Replace $t$ by $t+1$ in the definition and multiply by $2(t+1)/v$.

```lean
lemma coeff_rec {v : ℝ} (hv : 0 < v) (l t : ℕ) :
    2 * ((t : ℝ) + 1) / v * coeff v l (t + 1)
      = coeff v l t * ((l : ℝ) * (l + 1) - (v - t) * (v - t - 1)) := by
  have hc : 2 * ((t : ℝ) + 1) / v * (v / (2 * ((t : ℝ) + 1))) = 1 := by
    have ht : (t : ℝ) + 1 ≠ 0 := by positivity
    field_simp
  rw [coeff]
  linear_combination coeff v l t * ((l : ℝ) * (l + 1) - (v - t) * (v - t - 1)) * hc
```

## (g) Cancellation of neighbouring powers

Show that
$$\sum_{t\le T}a_t\Bigl\{[(v-t)(v-t-1)-l(l+1)]S_{v-t-2}+2\bigl(1-\tfrac{v-t}v\bigr)S_{v-t-1}\Bigr\}$$
$$=a_T[(v-T)(v-T-1)-l(l+1)]S_{v-T-2}.$$

**Solution.** Use induction on $T$. At $T=0$ the second part is zero. In the step to $T+1$, the new second part is $\frac{2(T+1)}v a_{T+1}S_{v-T-2}$, which by (f) cancels the old right-hand side. The new first part remains.

```lean
lemma telescope {v : ℝ} (hv : 0 < v) (l T : ℕ) (r : ℝ) :
    ∑ t ∈ range (T + 1), coeff v l t *
      (((v - t) * (v - t - 1) - (l : ℝ) * (l + 1)) * slater v (v - t - 2) r
        + 2 * (1 - (v - t) / v) * slater v (v - t - 1) r)
    = coeff v l T * ((v - T) * (v - T - 1) - (l : ℝ) * (l + 1))
        * slater v (v - T - 2) r := by
  induction T with
  | zero =>
    simp only [zero_add, sum_range_one, Nat.cast_zero, sub_zero, div_self hv.ne']
    ring
  | succ T ih =>
    have e : v - ((T + 1 : ℕ) : ℝ) - 1 = v - T - 2 := by push_cast; ring
    have hw : (v - ((T + 1 : ℕ) : ℝ)) / v = 1 - ((T : ℝ) + 1) / v := by
      rw [sub_div, div_self hv.ne']; push_cast; ring
    -- the new term cancels the old residual
    rw [sum_range_succ, ih, e, hw]
    linear_combination slater v (v - T - 2) r * coeff_rec hv l T
```

## (h) The residual

Show that
$$u_T''-\left(\frac{l(l+1)}{r^2}-\frac2r+\frac1{v^2}\right)u_T=a_T[(v-T)(v-T-1)-l(l+1)]r^{v-T-2}e^{-r/v}.$$

**Solution.** Insert (c), apply (e) to each term with $p=v-t$ and $L=l(l+1)$, then sum with (g).

```lean
/-- For `v > 0` and `r > 0` the truncated Bates-Damgaard function satisfies the
Coulomb radial equation up to one explicit residual term. -/
theorem radial_residual {v : ℝ} (hv : 0 < v) (l T : ℕ) {r : ℝ} (hr : 0 < r) :
    deriv (deriv (radial v l T)) r
      - ((l : ℝ) * (l + 1) / r ^ 2 - 2 / r + 1 / v ^ 2) * radial v l T r
    = coeff v l T * ((v - T) * (v - T - 1) - (l : ℝ) * (l + 1))
        * r ^ (v - T - 2) * Real.exp (-r / v) := by
  trans coeff v l T * ((v - T) * (v - T - 1) - (l : ℝ) * (l + 1)) * slater v (v - T - 2) r
  · rw [(radial_hasDerivAt_deriv v l T hr).deriv, radial, mul_sum, ← sum_sub_distrib,
      ← telescope hv l T r]
    refine sum_congr rfl fun t _ => ?_
    linear_combination coeff v l t * slater_defect v (v - t) ((l : ℝ) * (l + 1)) hr
  · unfold slater
    ring
```

## (i) When the truncation is exact

Show that $u_T$ solves the radial equation for all $r>0$ if and only if $a_{T+1}=0$.

**Solution.** By (f), the residual is $-\frac{2(T+1)}v a_{T+1}r^{v-T-2}e^{-r/v}$. Every factor except $a_{T+1}$ is nonzero. The proof evaluates at $r=1$ for the forward direction.

```lean
/-- For `v > 0` the truncated function solves the Coulomb radial equation at all
`r > 0` if and only if the first omitted coefficient vanishes. -/
theorem radial_exact_iff {v : ℝ} (hv : 0 < v) (l T : ℕ) :
    (∀ r : ℝ, 0 < r → deriv (deriv (radial v l T)) r
      = ((l : ℝ) * (l + 1) / r ^ 2 - 2 / r + 1 / v ^ 2) * radial v l T r)
    ↔ coeff v l (T + 1) = 0 := by
  have hrec := coeff_rec hv l T
  constructor
  · intro h
    -- the residual at r = 1 already decides
    have h1 := radial_residual hv l T one_pos
    rw [h 1 one_pos, sub_self, Real.one_rpow, mul_one] at h1
    have h2 := (mul_eq_zero.mp h1.symm).resolve_right (Real.exp_pos _).ne'
    have h3 : 2 * ((T : ℝ) + 1) / v * coeff v l (T + 1) = 0 := by
      linear_combination hrec - h2
    have hp : 2 * ((T : ℝ) + 1) / v ≠ 0 := by positivity
    exact (mul_eq_zero.mp h3).resolve_left hp
  · intro h r hr
    rw [h, mul_zero] at hrec
    have h2 : coeff v l T * ((v - T) * (v - T - 1) - (l : ℝ) * (l + 1)) = 0 := by
      linear_combination hrec
    have h1 := radial_residual hv l T hr
    rw [h2, zero_mul, zero_mul] at h1
    exact sub_eq_zero.mp h1
```

## (j) Zeros of the coefficients

Show that $a_t=0$ if and only if $v=s+l$ or $v=s-l-1$ for some integer $s$ with $1\le s\le t$.

**Solution.** Since $a_0=1$, a zero must come from a bracket in the recursion, and
$$l(l+1)-(v-s)(v-s+1)=-(v-s-l)(v-s+l+1).$$
Once a coefficient vanishes, so do all later ones. The Lean proof is an induction on $t$.

```lean
/-- For `v > 0` the coefficient `a_t` vanishes exactly when `v = s + l` or
`v = s - l - 1` for some `s` with `1 ≤ s ≤ t`. -/
theorem coeff_eq_zero_iff {v : ℝ} (hv : 0 < v) (l t : ℕ) :
    coeff v l t = 0 ↔ ∃ s : ℕ, 1 ≤ s ∧ s ≤ t ∧ (v = s + l ∨ v + l + 1 = s) := by
  induction t with
  | zero =>
    constructor
    · intro h
      exact absurd h (by simp [coeff])
    · rintro ⟨s, h1, h2, _⟩
      omega
  | succ t ih =>
    have hp : v / (2 * ((t : ℝ) + 1)) ≠ 0 := by positivity
    rw [coeff, mul_eq_zero, mul_eq_zero, ih]
    constructor
    · rintro ((⟨s, h1, h2, h3⟩ | h) | h)
      · exact ⟨s, h1, by omega, h3⟩
      · exact absurd h hp
      · -- the quadratic factor splits into its two roots
        have h' : (v - (t + 1) - l) * (v + l + 1 - (t + 1)) = 0 := by
          linear_combination -h
        refine ⟨t + 1, by omega, le_rfl, ?_⟩
        push_cast
        rcases mul_eq_zero.mp h' with h' | h'
        · left; linarith
        · right; linarith
    · rintro ⟨s, h1, h2, h3⟩
      rcases Nat.lt_or_ge t s with hs | hs
      · obtain rfl : s = t + 1 := by omega
        right
        push_cast at h3
        rcases h3 with h3 | h3
        · linear_combination -(v + l + 1 - (t + 1)) * h3
        · linear_combination -(v - (t + 1) - l) * h3
      · exact Or.inl (Or.inl ⟨s, h1, hs, h3⟩)
```

## (k) Termination of the series

Show that the $a_t$ are eventually zero if and only if $v$ is an integer.

**Solution.** If some $a_t=0$, (j) makes $v$ an integer. Conversely, for $v=n$ take $s=n+l+1$ in (j): all $a_t$ with $t\ge n+l+1$ vanish. As $v>0$, Lean can express "integer" by a natural number `n`.

Termination alone does not give a bound state: for integer $v\le l$ the last power is $r^{-l}$, singular at the origin when $l>0$.

```lean
/-- For `v > 0` the Bates-Damgaard series terminates if and only if `v` is an
integer. -/
theorem terminates_iff {v : ℝ} (hv : 0 < v) (l : ℕ) :
    (∃ N : ℕ, ∀ t ≥ N, coeff v l t = 0) ↔ ∃ n : ℕ, v = n := by
  constructor
  · rintro ⟨N, hN⟩
    obtain ⟨s, _, _, h | h⟩ := (coeff_eq_zero_iff hv l N).mp (hN N le_rfl)
    · exact ⟨s + l, by push_cast; exact h⟩
    · have hs : l + 1 ≤ s := by
        have : (l : ℝ) + 1 ≤ s := by linarith
        exact_mod_cast this
      refine ⟨s - (l + 1), ?_⟩
      rw [Nat.cast_sub hs]
      push_cast
      linarith
  · rintro ⟨n, hn⟩
    refine ⟨n + l + 1, fun t ht => (coeff_eq_zero_iff hv l t).mpr
      ⟨n + l + 1, by omega, ht, Or.inr ?_⟩⟩
    rw [hn]
    push_cast
    ring
```

## (l) The hydrogenic case

For $v=k+l+1$ with $k=0,1,2,\dots$, show that $a_k\ne0$ and that $u_k$ solves the radial equation for all $r>0$.

**Solution.** In (j), a zero requires $s=k+1$ or $s=k+2l+2$. Both exceed $k$, so $a_k\ne0$; the first gives $a_{k+1}=0$, and (i) applies. The lowest power in $u_k$ is $r^{l+1}$, as for a bound hydrogen orbital.

```lean
/-- For `v = k + l + 1` the coefficient `a_k` is nonzero, and the sum up to
`t = k` solves the Coulomb radial equation at all `r > 0`. -/
theorem hydrogenic_exact (k l : ℕ) (v : ℝ) (hn : v = ((k + l + 1 : ℕ) : ℝ)) :
    coeff v l k ≠ 0 ∧ ∀ r : ℝ, 0 < r → deriv (deriv (radial v l k)) r
      = ((l : ℝ) * (l + 1) / r ^ 2 - 2 / r + 1 / v ^ 2) * radial v l k r := by
  have hv : 0 < v := by rw [hn]; exact_mod_cast Nat.succ_pos (k + l)
  constructor
  · rw [Ne, coeff_eq_zero_iff hv]
    rintro ⟨s, h1, h2, h3 | h3⟩
    · rw [hn] at h3
      have : k + l + 1 = s + l := by exact_mod_cast h3
      omega
    · rw [hn] at h3
      have : k + l + 1 + l + 1 = s := by exact_mod_cast h3
      omega
  · refine (radial_exact_iff hv l k).mpr ((coeff_eq_zero_iff hv l (k + 1)).mpr
      ⟨k + 1, by omega, le_rfl, Or.inl ?_⟩)
    rw [hn]
    push_cast
    ring

end BatesDamgaard
```

```lean
#print axioms BatesDamgaard.terminates_iff
#print axioms BatesDamgaard.hydrogenic_exact
```

```
'BatesDamgaard.terminates_iff' depends on axioms: [propext, Classical.choice, Quot.sound]
'BatesDamgaard.hydrogenic_exact' depends on axioms: [propext, Classical.choice, Quot.sound]
```
